# Positive solutions of Δ = D0 tanh(Δ/(2T)) vanish as the square root of 1 − 2T/D0 when T → D0/2

A plain self-consistency loop for a superconducting gap slows down close to the critical temperature, and a stopping rule based on the change per step can then accept a wrong gap. Take the loop

Δ ← D0 tanh(Δ/(2T))

where Δ is the gap, T the temperature in energy units (k_B = 1) and D0 > 0 the gap at zero temperature. The critical temperature is D0/2. Start from Δ = D0 at a relative distance of 10⁻⁴ below it, and stop when a step changes Δ by less than 10⁻⁶ D0. The loop returns a gap about 20 per cent too large. A critical exponent fitted to such data is wrong too, and the small last step gives no warning.

## A two-sided bound on the squared gap

Write ε = 1 − 2T/D0 for the relative distance below the critical temperature. Every positive solution Δ at a temperature T > 0 satisfies

(1 − ε) Δ² ≤ 3 D0² ε

3 D0² ε (1 − ε)² ≤ Δ²

As T → D0/2 along such solutions, these bounds give

Δ²/ε → 3 D0²

log Δ / log ε → 1/2

The second limit is the mean-field critical exponent of the gap.

The equation arises in the mean-field theory of pairing when all single-particle levels lie at the chemical potential, so that the quasiparticle energy equals Δ. D0 is then proportional to the pairing strength summed over the levels, with a factor that depends on the convention for the coupling. A band with dispersion leads to a sum or integral over energies and, in general, to a different coefficient.

## Brackets and exponent fits near T = D0/2

For mean-field pairing codes, the result supplies a reference case with one gap parameter and degenerate levels. In the example above, the loop returns Δ²/ε ≈ 4.4 D0², while the upper bound is about 3.0003 D0². The comparison exposes the premature stop without a second solver.

The bounds also bracket the root:

D0 (1 − ε) √(3ε) ≤ Δ ≤ D0 √(3ε/(1 − ε))

For small ε the relative width of this bracket is about 3ε/2. Its lower end is positive, so a bisection started there stays away from the solution Δ = 0.

For a numerical check of the law, Δ²/ε is a better quantity than log Δ / log ε, whose correction decays only like 1/log ε unless 3 D0² happens to equal 1 in the chosen unit. With D0 = 1 and ε = 10⁻⁶, the ratio of logarithms is still about 0.46.

## From two tanh inequalities to the exponent

Let x ≥ 0 and y = tanh x. The derivative of tanh x is 1 − y². Two inequalities are needed:

y³ ≤ 3x − 3y ≤ x³

For the left one, set f(x) = 3x − 3y − y³. Then f(0) = 0 and

f′(x) = 3 − 3(1 − y²) − 3y²(1 − y²) = 3y⁴ ≥ 0

so f(x) ≥ 0. Since y ≥ 0, this also gives y ≤ x. For the right one, set g(x) = x³ − 3x + 3y. Then g(0) = 0 and

g′(x) = 3x² − 3 + 3(1 − y²) = 3(x² − y²) ≥ 0

so g(x) ≥ 0.

Now let x = Δ/(2T), which is positive. The gap equation reads Δ = D0 y. Since 2T = (1 − ε) D0, we also have Δ = (1 − ε) D0 x, and therefore

(1 − ε) x = y

3εx = 3x − 3y

The two inequalities become y³ ≤ 3εx ≤ x³. On the left, y³ = (1 − ε) x y². Dividing by x gives

(1 − ε) y² ≤ 3ε ≤ x²

Multiplying the left part by D0² gives the upper bound on Δ². Multiplying the right part by D0²(1 − ε)² gives the lower bound, because D0²(1 − ε)² x² = D0² y² = Δ².

At T > 0 we have 1 − ε > 0, so the upper bound and Δ > 0 force ε > 0. Division by ε yields

3 D0² (1 − ε)² ≤ Δ²/ε ≤ 3 D0²/(1 − ε)

Both ends tend to 3 D0² as ε → 0, and so does the middle.

For the exponent, take logarithms with 0 < ε < 1:

log(Δ²/ε) = 2 log Δ − log ε

log Δ / log ε = 1/2 + log(Δ²/ε) / (2 log ε)

The numerator of the last term tends to log(3 D0²), while log ε → −∞. The term vanishes and 1/2 remains. Here Δ and D0 are numbers in a fixed energy unit, whose choice doesn't affect the limit.

## The gap law in Lean

```lean
import Mathlib

open Filter Topology

namespace GapCriticalExponent

noncomputable section

/-- `Δ` is a positive solution of the gap equation `Δ = D0 tanh (Δ / (2T))` at temperature
`T ≠ 0`, with energy scale `D0`. -/
def IsGap (D0 T Δ : ℝ) : Prop := 0 < Δ ∧ Δ = D0 * Real.tanh (Δ / (2 * T))

/-- The reduced temperature `ε = 1 - 2T/D0`, the relative distance of `T` below `D0/2`,
for `D0 ≠ 0`. -/
def reducedTemp (D0 T : ℝ) : ℝ := 1 - 2 * T / D0

/-- The slope of the hyperbolic tangent is `1 - tanh²`. -/
theorem tanh_deriv (x : ℝ) : HasDerivAt Real.tanh (1 - Real.tanh x ^ 2) x := by
  have hc := (Real.cosh_pos x).ne'
  have h := (Real.hasDerivAt_sinh x).fun_div (Real.hasDerivAt_cosh x) hc
  have e : Real.tanh = fun y => Real.sinh y / Real.cosh y :=
    funext Real.tanh_eq_sinh_div_cosh
  rw [Real.tanh_eq_sinh_div_cosh x, e]
  refine h.congr_deriv ?_
  field_simp

/-- A differentiable function that vanishes at zero and has nonnegative slope on the positive
axis is nonnegative there. -/
theorem nonneg_of_slope (f f' : ℝ → ℝ) (hf : ∀ x, HasDerivAt f (f' x) x) (h0 : f 0 = 0)
    (h : ∀ x, 0 < x → 0 ≤ f' x) {x : ℝ} (hx : 0 ≤ x) : 0 ≤ f x := by
  have hm : MonotoneOn f (Set.Ici 0) := monotoneOn_of_deriv_nonneg (convex_Ici 0)
    (fun y _ => (hf y).continuousAt.continuousWithinAt)
    (fun y _ => (hf y).differentiableAt.differentiableWithinAt)
    (fun y hy => by
      rw [interior_Ici] at hy
      rw [(hf y).deriv]
      exact h y hy)
  have h1 := hm (Set.mem_Ici.2 le_rfl) (Set.mem_Ici.2 hx) hx
  rwa [h0] at h1

/-- For `x ≥ 0`, the hyperbolic tangent lies below its argument by at least `tanh³ x / 3`. -/
theorem tanh_cube_le {x : ℝ} (hx : 0 ≤ x) :
    Real.tanh x ^ 3 ≤ 3 * x - 3 * Real.tanh x := by
  have h := nonneg_of_slope
    (fun y => 3 * y - 3 * Real.tanh y - Real.tanh y * Real.tanh y * Real.tanh y)
    (fun y => 3 * Real.tanh y ^ 4)
    (fun y => by
      have t := tanh_deriv y
      exact ((((hasDerivAt_id' y).const_mul 3).fun_sub (t.const_mul 3)).fun_sub
        ((t.fun_mul t).fun_mul t)).congr_deriv (by ring))
    (by simp) (fun y _ => by positivity) hx
  have h' : 0 ≤ 3 * x - 3 * Real.tanh x - Real.tanh x * Real.tanh x * Real.tanh x := h
  exact sub_nonneg.1 (le_of_le_of_eq h' (by ring))

/-- For `x ≥ 0`, the hyperbolic tangent lies below its argument by at most `x³ / 3`. -/
theorem sub_tanh_le {x : ℝ} (hx : 0 ≤ x) : 3 * x - 3 * Real.tanh x ≤ x ^ 3 := by
  have h := nonneg_of_slope (fun y => y * y * y - (3 * y - 3 * Real.tanh y))
    (fun y => 3 * (y ^ 2 - Real.tanh y ^ 2))
    (fun y => by
      have d := hasDerivAt_id' y
      exact (((d.fun_mul d).fun_mul d).fun_sub
        ((d.const_mul 3).fun_sub ((tanh_deriv y).const_mul 3))).congr_deriv (by ring))
    (by simp)
    (fun y hy => by
      have hp : 0 ≤ Real.tanh y := by
        rw [Real.tanh_eq_sinh_div_cosh]
        exact div_nonneg (Real.sinh_pos_iff.2 hy).le (Real.cosh_pos y).le
      have hle : Real.tanh y ≤ y := by linarith [tanh_cube_le hy.le, pow_nonneg hp 3]
      exact mul_nonneg (by norm_num) (sub_nonneg.2 (pow_le_pow_left₀ hp hle 2))) hx
  have h' : 0 ≤ x * x * x - (3 * x - 3 * Real.tanh x) := h
  exact sub_nonneg.1 (le_of_le_of_eq h' (by ring))

/-- For `D0 > 0` and any temperature `T > 0` with a gap `Δ`, the squared gap obeys
`(1 - ε) Δ² ≤ 3 D0² ε` and `3 D0² ε (1 - ε)² ≤ Δ²`, where `ε` is the reduced temperature. -/
theorem gap_sq_bounds {D0 T Δ : ℝ} (hD : 0 < D0) (hT : 0 < T) (hg : IsGap D0 T Δ) :
    (1 - reducedTemp D0 T) * Δ ^ 2 ≤ 3 * D0 ^ 2 * reducedTemp D0 T ∧
    3 * D0 ^ 2 * reducedTemp D0 T * (1 - reducedTemp D0 T) ^ 2 ≤ Δ ^ 2 := by
  obtain ⟨hΔ, hgap⟩ := hg
  obtain ⟨x, hx⟩ : ∃ x, x = Δ / (2 * T) := ⟨_, rfl⟩
  have hx0 : 0 < x := by rw [hx]; positivity
  have a : x * (2 * T) = Δ := (eq_div_iff (by positivity)).1 hx
  have b : 2 * T = (1 - reducedTemp D0 T) * D0 :=
    (div_eq_iff hD.ne').1 (by unfold reducedTemp; ring)
  rw [← hx] at hgap
  generalize reducedTemp D0 T = e at b ⊢
  -- the gap equation in dimensionless form
  have c : (1 - e) * x = Real.tanh x :=
    mul_left_cancel₀ hD.ne' (by linear_combination a + hgap - x * b)
  have k : x * (3 * e) = 3 * x - 3 * Real.tanh x := by linear_combination (-3) * c
  have q1 : (1 - e) * Real.tanh x ^ 2 ≤ 3 * e := by
    refine le_of_mul_le_mul_left ?_ hx0
    calc x * ((1 - e) * Real.tanh x ^ 2) = Real.tanh x ^ 3 := by
          linear_combination Real.tanh x ^ 2 * c
      _ ≤ x * (3 * e) := by rw [k]; exact tanh_cube_le hx0.le
  have q2 : 3 * e ≤ x ^ 2 := by
    refine le_of_mul_le_mul_left ?_ hx0
    calc x * (3 * e) ≤ x ^ 3 := by rw [k]; exact sub_tanh_le hx0.le
      _ = x * x ^ 2 := by ring
  rw [hgap]
  constructor
  · calc (1 - e) * (D0 * Real.tanh x) ^ 2 = D0 ^ 2 * ((1 - e) * Real.tanh x ^ 2) := by ring
      _ ≤ D0 ^ 2 * (3 * e) := mul_le_mul_of_nonneg_left q1 (sq_nonneg D0)
      _ = 3 * D0 ^ 2 * e := by ring
  · calc 3 * D0 ^ 2 * e * (1 - e) ^ 2 = (D0 * (1 - e)) ^ 2 * (3 * e) := by ring
      _ ≤ (D0 * (1 - e)) ^ 2 * x ^ 2 := mul_le_mul_of_nonneg_left q2 (sq_nonneg _)
      _ = (D0 * Real.tanh x) ^ 2 := by rw [← c]; ring

/-- The reduced temperature vanishes as `T` tends to `D0/2`, for `D0 > 0`. -/
theorem reducedTemp_tendsto {ι : Type*} {l : Filter ι} {D0 : ℝ} {T : ι → ℝ} (hD : 0 < D0)
    (hT : Tendsto T l (𝓝 (D0 / 2))) :
    Tendsto (fun i => reducedTemp D0 (T i)) l (𝓝 0) := by
  have h := ((hT.const_mul 2).div_const D0).const_sub 1
  have e : 2 * (D0 / 2) = D0 := by ring
  rw [e, div_self hD.ne', sub_self] at h
  exact h

/-- Mean-field law: for `D0 > 0`, as `T` tends to `D0/2` along positive solutions `Δ` of the
gap equation, `Δ² / (1 - 2T/D0)` tends to `3 D0²`. -/
theorem gap_sq_law {ι : Type*} {l : Filter ι} {D0 : ℝ} {T Δ : ι → ℝ} (hD : 0 < D0)
    (hT : Tendsto T l (𝓝 (D0 / 2))) (hg : ∀ᶠ i in l, IsGap D0 (T i) (Δ i)) :
    Tendsto (fun i => Δ i ^ 2 / reducedTemp D0 (T i)) l (𝓝 (3 * D0 ^ 2)) := by
  have hε := (reducedTemp_tendsto hD hT).const_sub 1
  rw [sub_zero] at hε
  have hlow := (hε.pow 2).const_mul (3 * D0 ^ 2)
  rw [one_pow, mul_one] at hlow
  have hup := (tendsto_const_nhds (x := 3 * D0 ^ 2)).div hε one_ne_zero
  rw [div_one] at hup
  -- the enclosure of the squared gap, divided by the reduced temperature
  have key : ∀ᶠ i in l,
      3 * D0 ^ 2 * (1 - reducedTemp D0 (T i)) ^ 2 ≤ Δ i ^ 2 / reducedTemp D0 (T i) ∧
      Δ i ^ 2 / reducedTemp D0 (T i) ≤ 3 * D0 ^ 2 / (1 - reducedTemp D0 (T i)) := by
    filter_upwards [hε.eventually (lt_mem_nhds one_pos),
      hT.eventually (lt_mem_nhds (half_pos hD)), hg] with i h1 hi hgi
    obtain ⟨b1, b2⟩ := gap_sq_bounds hD hi hgi
    have h2 : 0 < reducedTemp D0 (T i) :=
      (mul_pos_iff_of_pos_left (by positivity : 0 < 3 * D0 ^ 2)).1
        (lt_of_lt_of_le (mul_pos h1 (pow_pos hgi.1 2)) b1)
    constructor
    · rw [le_div_iff₀ h2]
      linarith
    · rw [div_le_div_iff₀ h2 h1]
      linarith
  exact tendsto_of_tendsto_of_tendsto_of_le_of_le' hlow hup
    (key.mono fun _ h => h.1) (key.mono fun _ h => h.2)

/-- Critical exponent: for `D0 > 0`, as `T` tends to `D0/2` along positive solutions of the gap
equation, `log Δ / log (1 - 2T/D0)` tends to `1/2`. -/
theorem gap_critical_exponent {ι : Type*} {l : Filter ι} {D0 : ℝ} {T Δ : ι → ℝ} (hD : 0 < D0)
    (hT : Tendsto T l (𝓝 (D0 / 2))) (hg : ∀ᶠ i in l, IsGap D0 (T i) (Δ i)) :
    Tendsto (fun i => Real.log (Δ i) / Real.log (reducedTemp D0 (T i))) l (𝓝 (1 / 2)) := by
  have hε := reducedTemp_tendsto hD hT
  have hlaw := gap_sq_law hD hT hg
  have h3 : 0 < 3 * D0 ^ 2 := by positivity
  -- a positive limit of the ratio forces a positive reduced temperature
  have hpos : ∀ᶠ i in l, 0 < reducedTemp D0 (T i) := by
    filter_upwards [hlaw.eventually (lt_mem_nhds h3)] with i hi
    by_contra hn
    exact absurd hi (not_lt_of_ge
      (div_nonpos_of_nonneg_of_nonpos (sq_nonneg _) (not_lt.1 hn)))
  have hlog : Tendsto (fun i => -Real.log (reducedTemp D0 (T i))) l atTop := by
    refine tendsto_atTop.2 fun b => ?_
    filter_upwards [hpos, hε.eventually (gt_mem_nhds (Real.exp_pos (-b)))] with i hi hb
    have := Real.log_lt_log hi hb
    rw [Real.log_exp] at this
    linarith
  -- the amplitude contributes a bounded logarithm, which is negligible
  have h := (((hlaw.log h3.ne').mul (tendsto_inv_atTop_zero.comp hlog)).div_const 2).const_sub
    (1 / 2)
  rw [mul_zero, zero_div, sub_zero] at h
  refine h.congr' ?_
  filter_upwards [hpos, hg, hε.eventually (gt_mem_nhds one_pos)] with i hi hgi h1
  have hne : Real.log (reducedTemp D0 (T i)) ≠ 0 := (Real.log_neg hi h1).ne
  have hl : Real.log (Δ i ^ 2 / reducedTemp D0 (T i))
      = 2 * Real.log (Δ i) - Real.log (reducedTemp D0 (T i)) := by
    rw [Real.log_div (pow_pos hgi.1 2).ne' hi.ne', Real.log_pow, Nat.cast_ofNat]
  show 1 / 2 - Real.log (Δ i ^ 2 / reducedTemp D0 (T i))
    * (-Real.log (reducedTemp D0 (T i)))⁻¹ / 2
    = Real.log (Δ i) / Real.log (reducedTemp D0 (T i))
  rw [hl, inv_neg]
  generalize Real.log (reducedTemp D0 (T i)) = b at hne ⊢
  generalize Real.log (Δ i) = a
  field_simp
  ring

end

end GapCriticalExponent
```

```lean
#print axioms GapCriticalExponent.tanh_cube_le
#print axioms GapCriticalExponent.gap_critical_exponent
```

```
'GapCriticalExponent.tanh_cube_le' depends on axioms: [propext, Classical.choice, Quot.sound]
'GapCriticalExponent.gap_critical_exponent' depends on axioms: [propext, Classical.choice, Quot.sound]
```

## Limits along given positive solutions

`IsGap D0 T Δ` says that Δ is positive and solves the gap equation. `reducedTemp D0 T` is ε. It is positive below the critical temperature, whereas many textbooks use the opposite sign or call T/T_c the reduced temperature. The letter `D0` is the zero-temperature gap, often written Δ₀, and not a bandwidth.

In `gap_sq_law` and `gap_critical_exponent`, `T` and `Δ` are families of real numbers over an index type `ι`, and the filter `l` says how the index moves. With `ι` the natural numbers and `l` equal to `atTop`, they are sequences; other filters describe continuous heating towards D0/2 from below. The hypothesis `hT` says that the temperatures tend to D0/2. The hypothesis `hg` asks for a positive solution only eventually, so early members of a sequence may be arbitrary. That T lies below D0/2 is a consequence of the gap equation and isn't assumed.

The theorem `gap_sq_bounds` holds at each single temperature T > 0 with a positive solution, however far from the critical point. It concerns real numbers, so a floating-point comparison needs a tolerance for rounding, in particular when ε is computed as a small difference.

The solutions are taken as given. For 0 < T < D0/2, a positive solution exists because the right-hand side of the gap equation has slope D0/(2T) > 1 at Δ = 0 and is bounded, and it is unique because tanh is strictly concave on the positive axis. The formal development leaves this argument out. The step from the model to a material is the assumption that its gap obeys this scalar equation; fluctuations and band structure enter there. Nor do the theorems say anything about the convergence of an iteration.

## Slopes, enclosure and squeeze in the Lean proof

`tanh_deriv` obtains the slope 1 − tanh² from the quotient rule for sinh/cosh. `nonneg_of_slope` is the monotonicity argument used for f and g: a function that starts at zero and has nonnegative slope stays nonnegative. `tanh_cube_le` applies it to f, and `sub_tanh_le` applies it to g, using the first inequality to get tanh y ≤ y. In both, `ring` checks the formula for the derivative.

`gap_sq_bounds` introduces x and writes `e` for ε. The step `c` is the dimensionless equation (1 − ε) x = tanh x, and `k` is its rearrangement for 3εx. The steps `q1` and `q2` are the two halves of (1 − ε) y² ≤ 3ε ≤ x², each obtained by cancelling the positive factor x with `le_of_mul_le_mul_left`. The closing `calc` blocks restore the factors of D0.

`reducedTemp_tendsto` shows that ε → 0. In `gap_sq_law`, `hlow` and `hup` are the limits of the two outer expressions, and `key` is the enclosure after division by ε, whose positivity is established in `h2`. The lemma `tendsto_of_tendsto_of_tendsto_of_le_of_le'` performs the squeeze.

`gap_critical_exponent` first recovers ε > 0 from the square law: if ε were not positive, the ratio Δ²/ε could not be close to the positive number 3 D0². It then proves −log ε → +∞ in `hlog`, shows that the amplitude term vanishes, and identifies the remaining expression with log Δ / log ε through the logarithm identity `hl`.

## The zero solution breaks the square law

Suppose that `IsGap` admitted Δ = 0. Take

T_n = (D0/2)(1 − 1/(n + 2)), Δ_n = 0, n = 0, 1, 2, …

The gap equation holds for every n, and T_n → D0/2 from below with ε_n = 1/(n + 2). Yet Δ_n²/ε_n = 0 for all n, so the limit is 0 and not 3 D0². The example shows that the zero solution must be excluded, not that the sign of Δ matters: tanh is odd, so −Δ solves the equation whenever Δ does, and its square is the same. In a simulation the zero solution is the normal state, which a loop started at Δ = 0 returns at every temperature.
